# For an Invertible Hermitian Matrix $A$, the Smallest $m$ with $A^{-1}v$ in the Span of $v,Av,\dots,A^{m-1}v$ Is the Number of Eigenspaces Present in $v$

## Perturbers, couplings and active energies

In second-order multireference perturbation theory, the first-order wave function is a combination of perturber functions that solves $(H_0-E_0)x=-v$. The vector $v$ holds the couplings of the perturbers to the reference. We write $A$ for the matrix of $H_0-E_0$ in an orthonormal, finite set of perturbers. The solution is then $-A^{-1}v$; below, "first-order vector" means $A^{-1}v$, without the usual minus sign, which changes no span.

The Krylov space $K_m$ is the span of $v,Av,\dots,A^{m-1}v$, with $K_0=\{0\}$. A real number $\mu$ is an *active energy* of $v$ if some $u$ satisfies $Au=\mu u$ and $u^\dagger v\neq0$. It is an eigenvalue of $H_0$ in the space of the perturbers, measured from $E_0$. Let $k$ be the number of distinct active energies; a degenerate level counts once.

**Claim.** If $A$ is Hermitian and invertible, then $A^{-1}v\in K_m$ exactly when $k\le m$. If $A$ is positive definite and $v\neq0$, then $A^{-1}v$ lies in $K_k$ but not in $K_{k-1}$.

Positive definiteness means that every zeroth-order perturber energy lies above $E_0$. It excludes zero and negative energy denominators, but not small positive ones, so an intruder state just above $E_0$ is still possible.

## Counting roots of a polynomial

The elements of $K_m$ are the vectors $p(A)v$ with $p$ a polynomial of degree below $m$. If $Au=\mu u$ with $\mu$ real, then $u^\dagger A=(Au)^\dagger=\mu u^\dagger$, and therefore
$$u^\dagger p(A)v=p(\mu)\,u^\dagger v .$$

It follows that $p(A)v=0$ exactly when $p$ vanishes at every active energy. If $p(A)v=0$ and $\mu$ is active, divide by $u^\dagger v\neq0$. Conversely, if $p$ vanishes at the active energies, each member $u_i$ of an eigenbasis has zero overlap with $p(A)v$: either $u_i^\dagger v=0$, or its eigenvalue is active and a root of $p$. A vector orthogonal to a basis is zero.

**At least $k$ functions.** Suppose $A^{-1}v=p(A)v$ with $\deg p<m$, and set $q=Xp-1$. Then $q(A)v=AA^{-1}v-v=0$, so $q$ has $k$ distinct roots. It is nonzero because $q(0)=-1$, and its degree is at most $m$. Hence $k\le m$.

**$k$ functions suffice.** Let $P=\prod_\mu(X-\mu)$ over the active energies, and write $P=XQ+c$ with $c=P(0)=\prod_\mu(-\mu)$. Since $A$ is invertible, no $\mu$ is zero and $c\neq0$. From $P(A)v=0$ we get $A\,Q(A)v=-cv$, so
$$A^{-1}v=-c^{-1}Q(A)v .$$
Either $Q=0$ or $\deg Q<k$, so this vector lies in $K_k$, and in $K_m$ for every $m\ge k$.

If $v\neq0$, then $k\ge1$: with no active energies, the polynomial $1$ would satisfy the vanishing condition and give $v=0$. Taking $m=k$ and $m=k-1$ proves the second part of the claim.

**The energy.** The Hylleraas functional is $E[x]=x^\dagger Ax+2\,\mathrm{Re}\,x^\dagger v$. With $y=A^{-1}v$, so that $v=Ay$,
$$(x+y)^\dagger A(x+y)=x^\dagger Ax+2\,\mathrm{Re}\,x^\dagger v+y^\dagger v=E[x]-E[-y],$$
because $E[-y]=y^\dagger Ay-2y^\dagger v=-y^\dagger v$. This last number is the second-order energy $-v^\dagger A^{-1}v$. For positive definite $A$ the left side is positive unless $x=-y$. If $m<k$, the vector $-y$ is not in $K_m$, so every trial vector there lies strictly above the second-order energy.

## A calculation with three perturbers

Take $A=\mathrm{diag}(1,1,2)$ and $v=(1,1,1)$ in atomic units. The active energies are $1$ and $2$, so $k=2$. Here $P=X^2-3X+2$ and $A^{-1}v=\tfrac12(3v-Av)=(1,1,\tfrac12)$.

A calculation with the single contracted function $v$ minimises $E[av]=4a^2+6a$ and gives $-2.25$. Adding $Av$ gives the full value $-2.5$. The Krylov contraction studied here builds $v,Av,\dots$ by repeated application of $A$ and solves the linear equations projected on them; other contraction schemes choose their functions differently.

## The definitions in Lean

The finite type `n` labels the orthonormal perturbers, and `n → ℂ` is the type of coefficient vectors.

```lean
import Mathlib

open Polynomial Matrix
open scoped ComplexOrder

namespace KrylovPerturbers

noncomputable section

variable {n : Type*} [Fintype n] [DecidableEq n]
```

`*ᵥ` is the matrix–vector product, and `Set.Iio m` contains the exponents $j<m$.

```lean
/-- The Krylov space spanned by the first `m` contracted functions `v, A v, ..., A^(m-1) v`. -/
def krylov (A : Matrix n n ℂ) (v : n → ℂ) (m : ℕ) : Submodule ℂ (n → ℂ) :=
  Submodule.span ℂ ((fun j : ℕ => (A ^ j) *ᵥ v) '' Set.Iio m)
```

The expression `star u ⬝ᵥ v` is $u^\dagger v$. The eigenvector `u` need not be normalised, since only a nonzero overlap matters.

```lean
/-- The active energies of `v`: those real `μ` for which `v` is not orthogonal to the
eigenspace of `A` at `μ`. -/
def activeEnergies (A : Matrix n n ℂ) (v : n → ℂ) : Set ℝ :=
  {μ | ∃ u : n → ℂ, A *ᵥ u = (μ : ℂ) • u ∧ star u ⬝ᵥ v ≠ 0}
```

The map $p\mapsto p(A)v$ is linear in $p$, which lets the proofs carry sums and multiples of polynomials over to vectors.

```lean
/-- The vector `p(A) v`, as a linear function of the polynomial `p`. -/
def polyApply (A : Matrix n n ℂ) (v : n → ℂ) : ℂ[X] →ₗ[ℂ] (n → ℂ) where
  toFun p := (aeval A p) *ᵥ v
  map_add' p q := by simp [Matrix.add_mulVec]
  map_smul' c p := by simp [Matrix.smul_mulVec]

/-- The Hylleraas functional `Re ⟨x|A|x⟩ + 2 Re ⟨x|v⟩` of a trial vector `x`; for Hermitian `A` the
number `⟨x|A|x⟩` is already real. -/
def hylleraas (A : Matrix n n ℂ) (v x : n → ℂ) : ℝ :=
  (star x ⬝ᵥ A *ᵥ x).re + 2 * (star x ⬝ᵥ v).re
```

## Polynomials, overlaps and completeness

Multiplication by $X$ becomes one more application of $A$, and $K_m$ becomes the image of the polynomials of degree below $m$. The second proof matches the generators $A^jv$ with the monomials $X^j$.

```lean
/-- Multiplying the polynomial by its variable applies `A` once more. -/
theorem polyApply_X_mul (A : Matrix n n ℂ) (v : n → ℂ) (p : ℂ[X]) :
    polyApply A v (X * p) = A *ᵥ polyApply A v p := by
  simp [polyApply, Matrix.mulVec_mulVec]

/-- The Krylov space of order `m` consists of the vectors `p(A) v` with `p` of degree
below `m`. -/
theorem krylov_eq_map (A : Matrix n n ℂ) (v : n → ℂ) (m : ℕ) :
    krylov A v m = (degreeLT ℂ m).map (polyApply A v) := by
  classical
  rw [degreeLT_eq_span_X_pow, Submodule.map_span, krylov]
  congr 1
  ext x
  constructor
  · rintro ⟨j, hj, rfl⟩
    exact ⟨X ^ j, Finset.mem_coe.2 (Finset.mem_image_of_mem _ (Finset.mem_range.2 hj)),
      by simp [polyApply]⟩
  · rintro ⟨p, hp, rfl⟩
    obtain ⟨j, hj, rfl⟩ := Finset.mem_image.1 (Finset.mem_coe.1 hp)
    exact ⟨j, Finset.mem_range.1 hj, by simp [polyApply]⟩
```

The next two lemmas are the overlap formula. The first takes the adjoint of the eigenvalue equation. The second uses induction on the exponent for powers of $X$, then extends to sums of monomials.

```lean
omit [DecidableEq n] in
/-- A Hermitian matrix acts to the left on an eigenvector `u` with real eigenvalue `μ`:
`⟨u|A|w⟩ = μ ⟨u|w⟩`. -/
theorem overlap_mulVec {A : Matrix n n ℂ} (hA : A.IsHermitian) {u : n → ℂ} {μ : ℝ}
    (hu : A *ᵥ u = (μ : ℂ) • u) (w : n → ℂ) :
    star u ⬝ᵥ A *ᵥ w = (μ : ℂ) * (star u ⬝ᵥ w) := by
  have h := congrArg star hu
  rw [Matrix.star_mulVec, hA.eq] at h
  rw [Matrix.dotProduct_mulVec, h]
  simp [star_smul, smul_dotProduct]

/-- For Hermitian `A` and an eigenvector `u` with real eigenvalue `μ`,
`⟨u|p(A)|v⟩ = p(μ) ⟨u|v⟩`. -/
theorem overlap_polyApply {A : Matrix n n ℂ} (hA : A.IsHermitian) {u : n → ℂ} {μ : ℝ}
    (hu : A *ᵥ u = (μ : ℂ) • u) (v : n → ℂ) (p : ℂ[X]) :
    star u ⬝ᵥ polyApply A v p = p.eval (μ : ℂ) * (star u ⬝ᵥ v) := by
  have hpow : ∀ j : ℕ, star u ⬝ᵥ polyApply A v (X ^ j) = (μ : ℂ) ^ j * (star u ⬝ᵥ v) := by
    intro j
    induction j with
    | zero => simp [polyApply]
    | succ j ih =>
      rw [pow_succ', polyApply_X_mul, overlap_mulVec hA hu, ih]
      ring
  induction p using Polynomial.induction_on' with
  | add p q hp hq => rw [map_add, dotProduct_add, hp, hq, eval_add]; ring
  | monomial j a =>
    rw [← C_mul_X_pow_eq_monomial, ← smul_eq_C_mul, map_smul, dotProduct_smul, hpow,
      eval_smul, eval_pow, eval_X, smul_eq_mul, smul_eq_mul]
    ring
```

Completeness enters by expanding `x` in Mathlib's eigenbasis of a Hermitian matrix: when all coefficients vanish, so does the vector.

```lean
/-- A vector orthogonal to every member of the eigenbasis of a Hermitian matrix is zero. -/
theorem eq_zero_of_overlaps {A : Matrix n n ℂ} (hA : A.IsHermitian) (x : n → ℂ)
    (hx : ∀ i, star (hA.eigenvectorBasis i).ofLp ⬝ᵥ x = 0) : x = 0 := by
  have h := hA.eigenvectorBasis.sum_repr' (WithLp.toLp 2 x)
  have h0 : ∀ i, inner ℂ (hA.eigenvectorBasis i) (WithLp.toLp 2 x) = 0 := fun i => by
    rw [EuclideanSpace.inner_eq_star_dotProduct, dotProduct_comm]
    exact hx i
  simp only [h0, zero_smul, Finset.sum_const_zero] at h
  have h1 := congrArg WithLp.ofLp h
  simpa using h1.symm
```

This also shows that the active energies are finite in number. If $\mu$ were missing from the list of eigenvalues, its eigenvector would be orthogonal to the whole eigenbasis and therefore zero.

```lean
/-- A Hermitian matrix gives every vector only finitely many active energies. -/
theorem activeEnergies_finite {A : Matrix n n ℂ} (hA : A.IsHermitian) (v : n → ℂ) :
    (activeEnergies A v).Finite := by
  refine (Set.finite_range hA.eigenvalues).subset ?_
  rintro μ ⟨u, hu, huv⟩
  by_contra hμ
  have hu0 : u = 0 := eq_zero_of_overlaps hA u fun i => by
    have h1 := overlap_mulVec hA (μ := hA.eigenvalues i)
      ((hA.mulVec_eigenvectorBasis i).trans (by ext j; simp)) u
    rw [hu, dotProduct_smul, smul_eq_mul] at h1
    have h2 : ((μ : ℂ) - (hA.eigenvalues i : ℂ)) *
        (star (hA.eigenvectorBasis i).ofLp ⬝ᵥ u) = 0 := by
      linear_combination h1
    exact (mul_eq_zero.1 h2).resolve_left
      (sub_ne_zero.2 fun h => hμ ⟨i, (Complex.ofReal_injective h).symm⟩)
  exact huv (by simp [hu0])
```

The vanishing criterion follows, with the two directions argued as above; `by_cases` separates basis vectors that overlap with $v$ from those that do not.

```lean
/-- For Hermitian `A`, the vector `p(A) v` vanishes exactly when `p` vanishes at every active
energy of `v`. -/
theorem polyApply_eq_zero_iff {A : Matrix n n ℂ} (hA : A.IsHermitian) (v : n → ℂ) (p : ℂ[X]) :
    polyApply A v p = 0 ↔ ∀ μ ∈ activeEnergies A v, p.eval (μ : ℂ) = 0 := by
  constructor
  · rintro h μ ⟨u, hu, huv⟩
    have h1 := overlap_polyApply hA hu v p
    rw [h, dotProduct_zero] at h1
    exact (mul_eq_zero.1 h1.symm).resolve_right huv
  · intro h
    refine eq_zero_of_overlaps hA _ fun i => ?_
    have hi : A *ᵥ (hA.eigenvectorBasis i).ofLp =
        (hA.eigenvalues i : ℂ) • (hA.eigenvectorBasis i).ofLp :=
      (hA.mulVec_eigenvectorBasis i).trans (by ext j; simp)
    rw [overlap_polyApply hA hi]
    by_cases h0 : star (hA.eigenvectorBasis i).ofLp ⬝ᵥ v = 0
    · rw [h0, mul_zero]
    · rw [h _ ⟨_, hi, h0⟩, zero_mul]
```

## The exact number of functions

In the general theorem, `IsUnit A.det` says that $A$ is invertible, and `ncard` counts the active energies. In the first direction, `hq` states that $Xp-1$ annihilates $v$, `hdeg` bounds its degree, and assuming too few functions forces it to be zero; evaluation at $0$ gives the contradiction. In the second direction, `divX P` is $Q$, `hc` is $c\neq0$, and `hinv` is the relation between $Q(A)v$ and $A^{-1}v$.

```lean
/-- For an invertible Hermitian `A`, the vector `A⁻¹ v` lies in the span of the first `m`
Krylov functions if and only if `m` is at least the number of active energies of `v`. -/
theorem inv_mulVec_mem_krylov_iff {A : Matrix n n ℂ} (hA : A.IsHermitian)
    (hdet : IsUnit A.det) (v : n → ℂ) (m : ℕ) :
    A⁻¹ *ᵥ v ∈ krylov A v m ↔ (activeEnergies A v).ncard ≤ m := by
  have hfin := activeEnergies_finite hA v
  have hone : polyApply A v 1 = v := by simp [polyApply]
  rw [krylov_eq_map, Submodule.mem_map, Set.ncard_eq_toFinset_card _ hfin]
  constructor
  · rintro ⟨p, hp, hpv⟩
    rw [mem_degreeLT] at hp
    -- the polynomial X p - 1 annihilates v, so each active energy is a root
    have hq : polyApply A v (X * p - 1) = 0 := by
      rw [map_sub, polyApply_X_mul, hpv, hone, Matrix.mulVec_mulVec,
        Matrix.mul_nonsing_inv _ hdet, Matrix.one_mulVec, sub_self]
    have hroot := (polyApply_eq_zero_iff hA v _).1 hq
    have hdeg : (X * p - 1 : ℂ[X]).natDegree ≤ m := by
      rw [natDegree_le_iff_coeff_eq_zero]
      intro N hN
      cases N with
      | zero => omega
      | succ N =>
        have hc : p.coeff N = 0 := coeff_eq_zero_of_degree_lt
          (hp.trans_le (by exact_mod_cast (by omega : m ≤ N)))
        simp [coeff_X_mul, coeff_one, hc]
    by_contra hlt
    have hz : (X * p - 1 : ℂ[X]) = 0 := by
      refine eq_zero_of_natDegree_lt_card_of_eval_eq_zero' _
        (hfin.toFinset.image (fun μ : ℝ => (μ : ℂ))) ?_ ?_
      · intro z hz
        obtain ⟨μ, hμ, rfl⟩ := Finset.mem_image.1 hz
        exact hroot μ (hfin.mem_toFinset.1 hμ)
      · rw [Finset.card_image_of_injective _ Complex.ofReal_injective]
        omega
    have h0 := congrArg (eval 0) hz
    simp at h0
  · intro hm
    -- the minimal annihilating polynomial of v, with nonzero constant term
    obtain ⟨P, hP⟩ : ∃ P : ℂ[X], P = ∏ μ ∈ hfin.toFinset, (X - C (μ : ℂ)) := ⟨_, rfl⟩
    have hPv : polyApply A v P = 0 := (polyApply_eq_zero_iff hA v P).2 fun μ hμ => by
      rw [hP, eval_prod]
      exact Finset.prod_eq_zero (hfin.mem_toFinset.2 hμ) (by simp)
    have hc : P.coeff 0 ≠ 0 := by
      rw [coeff_zero_eq_eval_zero, hP, eval_prod]
      refine Finset.prod_ne_zero_iff.2 fun μ hμ h0 => ?_
      obtain ⟨u, hu, huv⟩ := hfin.mem_toFinset.1 hμ
      have hμ0 : (μ : ℂ) = 0 := by simpa using h0
      rw [hμ0, zero_smul] at hu
      have hu0 : u = 0 := by
        rw [← Matrix.one_mulVec u, ← Matrix.nonsing_inv_mul _ hdet, ← Matrix.mulVec_mulVec,
          hu, Matrix.mulVec_zero]
      exact huv (by simp [hu0])
    have hdeg : P.natDegree ≤ hfin.toFinset.card := by
      rw [hP]
      exact (natDegree_prod_le _ _).trans (by simp)
    have hsplit : P = X * divX P + P.coeff 0 • (1 : ℂ[X]) := by
      rw [smul_eq_C_mul, mul_one, mul_comm]
      exact (divX_mul_X_add P).symm
    have hrel : A *ᵥ polyApply A v (divX P) + P.coeff 0 • v = 0 := by
      have h := congrArg (polyApply A v) hsplit
      rw [hPv, map_add, polyApply_X_mul, map_smul, hone] at h
      exact h.symm
    have hinv : polyApply A v (divX P) = -(P.coeff 0 • (A⁻¹ *ᵥ v)) := by
      have h := congrArg (fun w => A⁻¹ *ᵥ w) (eq_neg_of_add_eq_zero_left hrel)
      simpa only [Matrix.mulVec_mulVec, Matrix.nonsing_inv_mul _ hdet, Matrix.one_mulVec,
        Matrix.mulVec_neg, Matrix.mulVec_smul] using h
    refine ⟨(-(P.coeff 0)⁻¹) • divX P, Submodule.smul_mem _ _ ?_, ?_⟩
    · rw [mem_degreeLT, degree_lt_iff_coeff_zero]
      intro N hN
      rw [coeff_divX]
      exact coeff_eq_zero_of_natDegree_lt (by omega)
    · rw [map_smul, hinv, smul_neg, neg_smul, neg_neg, smul_smul, inv_mul_cancel₀ hc, one_smul]
```

The positive definite case applies this equivalence twice. The step `hpos` establishes $k\ge1$; it is needed because subtraction of natural numbers in Lean gives `0 - 1 = 0`.

```lean
/-- For positive definite `A` and nonzero `v` with components in exactly `k` distinct
eigenspaces, `A⁻¹ v` lies in the span of `v, A v, ..., A^(k-1) v` but not in the span of the
first `k - 1` of these vectors. -/
theorem first_order_vector_exact_order {A : Matrix n n ℂ} (hA : A.PosDef) {v : n → ℂ}
    (hv : v ≠ 0) {k : ℕ} (hk : (activeEnergies A v).ncard = k) :
    A⁻¹ *ᵥ v ∈ krylov A v k ∧ A⁻¹ *ᵥ v ∉ krylov A v (k - 1) := by
  have hdet : IsUnit A.det := isUnit_iff_ne_zero.2 hA.det_pos.ne'
  have hpos : k ≠ 0 := by
    intro h0
    rw [h0, Set.ncard_eq_zero (activeEnergies_finite hA.isHermitian v)] at hk
    have h1 := (polyApply_eq_zero_iff hA.isHermitian v 1).2 (by simp [hk])
    exact hv (by simpa [polyApply] using h1)
  rw [inv_mulVec_mem_krylov_iff hA.isHermitian hdet,
    inv_mulVec_mem_krylov_iff hA.isHermitian hdet, hk]
  omega
```

## The energy above the second-order value

The last theorem compares any `x` in a Krylov space that is too small with $-A^{-1}v$. After `generalize` renames $A^{-1}v$ to `y`, `hcross` identifies the two cross terms, `hgap` is the completed square, and `hpos` is its positivity. The inequality is strict but gives no size for the error, which may be small well before $m$ reaches $k$.

```lean
/-- For positive definite `A`, if `m` is smaller than the number of active energies of `v`, every
trial vector in the span of the first `m` Krylov functions has a Hylleraas energy strictly above
that of `-A⁻¹ v`. -/
theorem hylleraas_lt_of_few_functions {A : Matrix n n ℂ} (hA : A.PosDef) {v x : n → ℂ} {m : ℕ}
    (hm : m < (activeEnergies A v).ncard) (hx : x ∈ krylov A v m) :
    hylleraas A v (-(A⁻¹ *ᵥ v)) < hylleraas A v x := by
  have hdet : IsUnit A.det := isUnit_iff_ne_zero.2 hA.det_pos.ne'
  have hnot : A⁻¹ *ᵥ v ∉ krylov A v m := fun h =>
    absurd ((inv_mulVec_mem_krylov_iff hA.isHermitian hdet v m).1 h) (not_le_of_gt hm)
  have hy : A *ᵥ (A⁻¹ *ᵥ v) = v := by
    rw [Matrix.mulVec_mulVec, Matrix.mul_nonsing_inv _ hdet, Matrix.one_mulVec]
  generalize A⁻¹ *ᵥ v = y at hy hnot ⊢
  have hne : x + y ≠ 0 := fun h => hnot (by
    rw [eq_neg_of_add_eq_zero_right h]
    exact Submodule.neg_mem _ hx)
  have hcross : (star y ⬝ᵥ A *ᵥ x).re = (star x ⬝ᵥ v).re := by
    have h := Matrix.star_mulVec A y
    rw [hA.isHermitian.eq, hy] at h
    rw [Matrix.dotProduct_mulVec, ← h]
    exact (congrArg Complex.re (Matrix.star_dotProduct v x)).trans (by simp)
  -- the energy error is the quadratic form of the error vector
  have hgap : hylleraas A v x - hylleraas A v (-y) = (star (x + y) ⬝ᵥ A *ᵥ (x + y)).re := by
    simp only [hylleraas, star_add, star_neg, Matrix.mulVec_add, Matrix.mulVec_neg,
      add_dotProduct, dotProduct_add, neg_dotProduct, dotProduct_neg, hy, Complex.add_re,
      Complex.neg_re, neg_neg, hcross]
    ring
  have hpos : 0 < (star (x + y) ⬝ᵥ A *ᵥ (x + y)).re :=
    (Complex.lt_def.1 (hA.dotProduct_mulVec_pos hne)).1
  linarith

end

end KrylovPerturbers
```

```lean
#print axioms KrylovPerturbers.inv_mulVec_mem_krylov_iff
#print axioms KrylovPerturbers.first_order_vector_exact_order
#print axioms KrylovPerturbers.hylleraas_lt_of_few_functions
```

```
'KrylovPerturbers.inv_mulVec_mem_krylov_iff' depends on axioms: [propext, Classical.choice, Quot.sound]
'KrylovPerturbers.first_order_vector_exact_order' depends on axioms: [propext, Classical.choice, Quot.sound]
'KrylovPerturbers.hylleraas_lt_of_few_functions' depends on axioms: [propext, Classical.choice, Quot.sound]
```

For second-order multireference energies, the result fixes how many Krylov-contracted perturbers reproduce the energy obtained with the full set of perturbers, for a finite perturber space and a fixed positive definite $A$. Internally contracted perturbers generally overlap and can be linearly dependent; the step from them to the orthonormal set in which $A$ and $v$ are written is assumed here.
